# The retarded Green's function of a system with finitely many levels in a stationary state is a sum of simple poles

Put an electron into a small molecule, or take one out, and the energy it costs is a difference between two many-body levels. An experiment that adds and removes electrons therefore sees lines at these differences, with strengths that depend on which levels were occupied to begin with. The retarded Green's function is defined differently, through the evolution in time of an anticommutator. How do the lines and their strengths come out of it?

## From matrix elements to poles

Let the system have finitely many energy eigenstates, labelled by $m$ and $n$, with real energies $E_n$, and set $\hbar=1$. In this basis the Hamiltonian is $H=\mathrm{diag}(E_n)$. The state is stationary, so the eigenstates can be chosen such that $\rho=\mathrm{diag}(p_n)$ as well, with real weights $p_n$. Let $c$ be any complex matrix with elements $c_{mn}$, and let $c(t)=e^{iHt}c\,e^{-iHt}$. The claim is that for every real $t$

$$C(t)=\mathrm{Tr}\,\rho\,\bigl(c(t)c^\dagger+c^\dagger c(t)\bigr)=\sum_{m,n}(p_m+p_n)|c_{mn}|^2e^{i(E_m-E_n)t},$$

and that the retarded Green's function, defined for every complex $z$ with $\mathrm{Im}\,z>0$ by the integral on the left, is the sum on the right:

$$-i\int_0^\infty e^{izt}\,C(t)\,dt=\sum_{m,n}\frac{(p_m+p_n)|c_{mn}|^2}{z-(E_n-E_m)}.$$

Since $H$ is diagonal, so are its exponentials, and

$$c(t)_{mn}=e^{iE_mt}\,c_{mn}\,e^{-iE_nt}=e^{i(E_m-E_n)t}c_{mn}.$$

The two operator orderings give

$$\mathrm{Tr}\,\rho\,c(t)c^\dagger=\sum_m p_m\sum_n c(t)_{mn}\overline{c_{mn}}=\sum_{m,n}p_m|c_{mn}|^2e^{i(E_m-E_n)t},$$

$$\mathrm{Tr}\,\rho\,c^\dagger c(t)=\sum_n p_n\sum_m \overline{c_{mn}}\,c(t)_{mn}=\sum_{m,n}p_n|c_{mn}|^2e^{i(E_m-E_n)t}.$$

Their sum is the first claim. If $c$ removes an electron, the term with $p_m$ describes adding one to state $m$ and reaching $n$, and the term with $p_n$ describes the reverse process. Both belong to the same pole, at $E_n-E_m$: the system gains this energy in the addition and gives it up in the removal.

For the second claim, write $a=i\bigl(z-(E_n-E_m)\bigr)$. Its real part is $-\mathrm{Im}\,z<0$, so $e^{at}$ decays and $\int_0^\infty e^{at}dt=-1/a$. Multiplying by $-i$ gives

$$-i\cdot\frac{-1}{i\bigl(z-(E_n-E_m)\bigr)}=\frac{1}{z-(E_n-E_m)}.$$

The sum over $m,n$ is finite and may be taken outside the integral.

Two properties of the weights follow. At $t=0$ all phases are one, so if $cc^\dagger+c^\dagger c=1$ and $\sum_np_n=1$, the total weight is $\mathrm{Tr}\,\rho=1$. And if all $p_n\ge0$, each term has imaginary part

$$-\frac{(p_m+p_n)|c_{mn}|^2\,\mathrm{Im}\,z}{|z-(E_n-E_m)|^2}\le0$$

in the upper half-plane.

The condition $\mathrm{Im}\,z>0$ is needed for the integral. Take one fermionic level of energy $\varepsilon$, for which $C(t)=e^{-i\varepsilon t}$, and choose the real value $z=\varepsilon+1$. The pole sum is then $1$, but $-i$ times the integral up to time $T$ is $1-e^{iT}$, which circles around $1$ for ever and has no limit.

Once exact diagonalisation has given all eigenstates of a finite cluster, the formula can be evaluated directly, for a broadened spectrum at $z=\omega+i\eta$ with a small $\eta>0$. The energies $E_n$ may come from an interacting Hamiltonian. With infinitely many states, as in an infinite solid or in a molecule from which an electron can escape, a continuum can appear, and an integral over a spectral density is then needed; the derivation above treats the finite sum.

## Energies, weights and operators as matrices

The levels are the elements of a finite type `ι`, of any size.

```lean
import Mathlib

open Matrix MeasureTheory

namespace LehmannPoleSum

noncomputable section

variable {ι : Type*} [Fintype ι] [DecidableEq ι]
```

The Hamiltonian is given directly in its eigenbasis by a function `E : ι → ℝ`. Diagonalising a general $H$ is a step that comes before, and $c$ must be written in the resulting basis. Degenerate energies are allowed.

```lean
/-- The Hamiltonian in its energy eigenbasis, with real energies `E n`. -/
def hamiltonian (E : ι → ℝ) : Matrix ι ι ℂ := diagonal fun n => (E n : ℂ)
```

The state is diagonal in the same basis, so it commutes with $H$; coherences between levels of different energy are excluded. When energies are degenerate, the eigenbasis must be chosen so that $\rho$ is diagonal too, which is always possible for a stationary state. Gibbs weights are one choice of `p`. The definition requires neither positivity nor normalisation, and these conditions appear only in the theorems that use them.

```lean
/-- The operator `ρ`, diagonal in the energy basis, with real weights `p n`. -/
def density (p : ι → ℝ) : Matrix ι ι ℂ := diagonal fun n => (p n : ℂ)
```

The time evolution is built from true matrix exponentials, so the phases of the matrix elements have to be derived.

```lean
/-- The Heisenberg operator `c(t) = exp(iHt) c exp(-iHt)`. -/
def heisenberg (E : ι → ℝ) (c : Matrix ι ι ℂ) (t : ℝ) : Matrix ι ι ℂ :=
  NormedSpace.exp ((Complex.I * t) • hamiltonian E) * c *
    NormedSpace.exp ((-(Complex.I * t)) • hamiltonian E)
```

Next comes $C(t)$, with `cᴴ` for $c^\dagger$. The plus sign is the fermionic convention, although `c` itself may be any matrix.

```lean
/-- The anticommutator correlation function `Tr ρ (c(t) c† + c† c(t))`. -/
def correlation (E p : ι → ℝ) (c : Matrix ι ι ℂ) (t : ℝ) : ℂ :=
  trace (density p * (heisenberg E c t * cᴴ + cᴴ * heisenberg E c t))
```

The weight of a transition is defined as a real number, which lets its sign and its total be discussed directly.

```lean
/-- The spectral weight `(p_m + p_n) |c_mn|²` of the transition between `m` and `n`. -/
def weight (p : ι → ℝ) (c : Matrix ι ι ℂ) (m n : ι) : ℝ :=
  (p m + p n) * ‖c m n‖ ^ 2
```

The pole sum fixes the sign convention for energies: the pole belonging to $c_{mn}$ lies at $E_n-E_m$, which is the energy gained by the system when an electron is added to state $m$ and leads to $n$.

```lean
/-- The Lehmann pole sum `∑ (p_m + p_n) |c_mn|² / (z - (E_n - E_m))`, for complex `z`
different from every energy difference `E_n - E_m`. -/
def poleSum (E p : ι → ℝ) (c : Matrix ι ι ℂ) (z : ℂ) : ℂ :=
  ∑ m, ∑ n, (weight p c m n : ℂ) / (z - ((E n : ℂ) - E m))
```

## Phases and the sum over transitions

The first lemma exponentiates the diagonal Hamiltonian entry by entry, for any complex factor `s`.

```lean
/-- The exponential of a multiple of the Hamiltonian is diagonal in the energy basis. -/
theorem exp_hamiltonian (E : ι → ℝ) (s : ℂ) :
    NormedSpace.exp (s • hamiltonian E) = diagonal fun n => Complex.exp (s * E n) := by
  rw [hamiltonian, ← Matrix.diagonal_smul, Matrix.exp_diagonal]
  simp only [Complex.exp_eq_exp_ℂ, Pi.exp_def, Pi.smul_apply, smul_eq_mul]
```

With $s=it$ on the left of $c$ and $s=-it$ on the right, each matrix element acquires two exponentials. The auxiliary equation `h` merges them into the single phase $e^{i(E_m-E_n)t}$.

```lean
/-- Each matrix element of `c(t)` rotates with the phase `exp(i(E_m - E_n)t)`. -/
theorem heisenberg_apply (E : ι → ℝ) (c : Matrix ι ι ℂ) (t : ℝ) (m n : ι) :
    heisenberg E c t m n = Complex.exp (Complex.I * ((E m : ℂ) - E n) * t) * c m n := by
  have h : Complex.exp (Complex.I * ((E m : ℂ) - E n) * t) =
      Complex.exp (Complex.I * t * E m) * Complex.exp (-(Complex.I * t) * E n) := by
    rw [← Complex.exp_add]
    congr 1
    ring
  rw [heisenberg, exp_hamiltonian, exp_hamiltonian, Matrix.mul_diagonal,
    Matrix.diagonal_mul, h]
  ring
```

The theorem `correlation_eq_sum` is the first claim, for all real $t$ and without conditions on `p` or `c`. In its proof `hc` states $c_{mn}\overline{c_{mn}}=|c_{mn}|^2$, and `h1` and `h2` are the two traces computed by hand. The second trace naturally has $n$ as its outer index, so `Finset.sum_comm` exchanges the sums before the terms are compared. The last lines add $p_m$ and $p_n$.

```lean
/-- Lehmann representation in time: `Tr ρ (c(t) c† + c† c(t))` is the sum over `m, n` of
`(p_m + p_n) |c_mn|² exp(i(E_m - E_n)t)`. -/
theorem correlation_eq_sum (E p : ι → ℝ) (c : Matrix ι ι ℂ) (t : ℝ) :
    correlation E p c t = ∑ m, ∑ n, (weight p c m n : ℂ) *
      Complex.exp (Complex.I * ((E m : ℂ) - E n) * t) := by
  have hc : ∀ m n, c m n * star (c m n) = (‖c m n‖ : ℂ) ^ 2 :=
    fun m n => Complex.mul_conj' (c m n)
  -- expand the two orderings of the operators
  have h1 : trace (density p * (heisenberg E c t * cᴴ)) = ∑ m, ∑ n,
      (p m : ℂ) * (‖c m n‖ : ℂ) ^ 2 * Complex.exp (Complex.I * ((E m : ℂ) - E n) * t) := by
    simp only [density, trace, diag_apply, diagonal_mul]
    simp only [mul_apply, conjTranspose_apply, heisenberg_apply, Finset.mul_sum]
    refine Finset.sum_congr rfl fun m _ => Finset.sum_congr rfl fun n _ => ?_
    rw [← hc]
    ring
  have h2 : trace (density p * (cᴴ * heisenberg E c t)) = ∑ m, ∑ n,
      (p n : ℂ) * (‖c m n‖ : ℂ) ^ 2 * Complex.exp (Complex.I * ((E m : ℂ) - E n) * t) := by
    rw [Finset.sum_comm]
    simp only [density, trace, diag_apply, diagonal_mul]
    simp only [mul_apply, conjTranspose_apply, heisenberg_apply, Finset.mul_sum]
    refine Finset.sum_congr rfl fun n _ => Finset.sum_congr rfl fun m _ => ?_
    rw [← hc]
    ring
  rw [correlation, mul_add, trace_add, h1, h2]
  simp only [← Finset.sum_add_distrib]
  refine Finset.sum_congr rfl fun m _ => Finset.sum_congr rfl fun n _ => ?_
  rw [weight]
  push_cast
  ring
```

## Integrating the damped oscillations

The next theorem has two parts. The integrand is absolutely integrable on $(0,\infty)$, and $-i$ times its integral is the pole sum. The only hypothesis is `0 < z.im`. The step function of the retarded Green's function appears as the restriction to the half-line `Set.Ioi 0`.

The proof follows the calculation with $a$. The inequality `hre` says that $\mathrm{Re}\,a<0$, and `hi` derives the integrability of each exponential from it. The equation `hf` inserts the sum over transitions and combines $e^{izt}$ with each phase. The integral is then moved inside both finite sums, and `integral_exp_mul_complex_Ioi` supplies $-1/a$. The fact that the denominator is nonzero, `hne`, also comes from $\mathrm{Re}\,a<0$.

```lean
/-- For `Im z > 0` the retarded transform `-i ∫₀^∞ exp(izt) Tr ρ (c(t) c† + c† c(t)) dt`
converges absolutely and equals the Lehmann pole sum. -/
theorem retarded_eq_poleSum (E p : ι → ℝ) (c : Matrix ι ι ℂ) {z : ℂ} (hz : 0 < z.im) :
    IntegrableOn (fun t : ℝ => Complex.exp (Complex.I * z * t) * correlation E p c t)
      (Set.Ioi 0) ∧
    -Complex.I * ∫ t in Set.Ioi (0 : ℝ),
      Complex.exp (Complex.I * z * t) * correlation E p c t = poleSum E p c z := by
  have hre : ∀ m n, (Complex.I * (z - ((E n : ℂ) - E m))).re < 0 := by
    intro m n
    simpa using hz
  have hi : ∀ m n, Integrable (fun t : ℝ => (weight p c m n : ℂ) *
      Complex.exp (Complex.I * (z - ((E n : ℂ) - E m)) * t))
      (volume.restrict (Set.Ioi 0)) :=
    fun m n => Integrable.const_mul (integrableOn_exp_mul_complex_Ioi (hre m n) 0) _
  -- the integrand is a finite sum of damped exponentials
  have hf : (fun t : ℝ => Complex.exp (Complex.I * z * t) * correlation E p c t) =
      fun t : ℝ => ∑ m, ∑ n, (weight p c m n : ℂ) *
        Complex.exp (Complex.I * (z - ((E n : ℂ) - E m)) * t) := by
    funext t
    rw [correlation_eq_sum]
    simp only [Finset.mul_sum]
    refine Finset.sum_congr rfl fun m _ => Finset.sum_congr rfl fun n _ => ?_
    have h : Complex.exp (Complex.I * (z - ((E n : ℂ) - E m)) * t) =
        Complex.exp (Complex.I * z * t) *
          Complex.exp (Complex.I * ((E m : ℂ) - E n) * t) := by
      rw [← Complex.exp_add]
      congr 1
      ring
    rw [h]
    ring
  rw [hf]
  refine ⟨integrable_finsetSum _ fun m _ => integrable_finsetSum _ fun n _ => hi m n, ?_⟩
  rw [integral_finsetSum _ fun m _ => integrable_finsetSum _ fun n _ => hi m n,
    Finset.mul_sum, poleSum]
  refine Finset.sum_congr rfl fun m _ => ?_
  rw [integral_finsetSum _ fun n _ => hi m n, Finset.mul_sum]
  refine Finset.sum_congr rfl fun n _ => ?_
  -- each exponential contributes one simple pole
  have hne : z - ((E n : ℂ) - E m) ≠ 0 := by
    intro h
    have h' := hre m n
    rw [h] at h'
    simp at h'
  have hI := Complex.I_ne_zero
  rw [integral_const_mul, integral_exp_mul_complex_Ioi (hre m n)]
  simp only [Complex.ofReal_zero, mul_zero, Complex.exp_zero]
  field_simp
```

## Total weight and sign

The sum rule assumes the anticommutator $cc^\dagger+c^\dagger c=1$ and normalised weights. The first holds when $c$ annihilates a fermion in a normalised orbital; the second says that the probabilities of the levels add up to one. The condition $c^2=0$, which a fermionic operator also satisfies, is not used.

The weights don't contain the energies, so the proof sets all energies to zero and evaluates `correlation_eq_sum` at $t=0$. There $c(0)=c$, the anticommutator becomes the identity, and the trace of $\rho$ remains.

```lean
/-- If `c c† + c† c = 1` and the weights `p n` sum to one, the total spectral weight is one. -/
theorem sum_weight_eq_one (p : ι → ℝ) (c : Matrix ι ι ℂ)
    (hc : c * cᴴ + cᴴ * c = 1) (hp : ∑ n, p n = 1) :
    ∑ m, ∑ n, weight p c m n = 1 := by
  have h0 : heisenberg (fun _ => 0) c 0 = c := by
    ext m n
    simp [heisenberg_apply]
  have h := correlation_eq_sum (fun _ => 0) p c 0
  rw [correlation, h0, hc, mul_one] at h
  simp only [density, trace_diagonal, Complex.ofReal_zero, mul_zero, Complex.exp_zero,
    mul_one] at h
  have h' : ∑ n, p n = ∑ m, ∑ n, weight p c m n := by exact_mod_cast h
  rw [← h', hp]
```

One fermionic level meets both assumptions. Index `0` is the empty state and index `1` the filled one, so the annihilation matrix has a single nonzero entry, $c_{01}=1$. The weights are $1-f$ and $f$, where $f$ is the occupation. The statement holds for every real $f$, and the physical range is $0\le f\le1$.

```lean
/-- The annihilation matrix of one fermionic level satisfies `c c† + c† c = 1`, and the
weights `1 - f` and `f` of the empty and filled level sum to one. -/
theorem sum_weight_eq_one_witness (f : ℝ) :
    (!![0, 1; 0, 0] : Matrix (Fin 2) (Fin 2) ℂ) * (!![0, 1; 0, 0])ᴴ +
      (!![0, 1; 0, 0])ᴴ * !![0, 1; 0, 0] = 1 ∧ ∑ n, (![1 - f, f] : Fin 2 → ℝ) n = 1 := by
  -- the creation matrix, written out
  have hT : (!![0, 1; 0, 0] : Matrix (Fin 2) (Fin 2) ℂ)ᴴ = !![0, 0; 1, 0] := by
    ext i j
    fin_cases i <;> fin_cases j <;> simp [Matrix.conjTranspose_apply]
  constructor
  · rw [hT, Matrix.mul_fin_two, Matrix.mul_fin_two]
    ext i j
    fin_cases i <;> fin_cases j <;> simp
  · simp [Fin.sum_univ_two]
```

The sign theorem needs nonnegative `p`, as for probabilities, but no normalisation and no anticommutator. Its proof shows that each term of the double sum has a nonpositive imaginary part, since the numerator is a nonnegative real number and the imaginary part of the denominator is $\mathrm{Im}\,z$. At $z=\omega+i\eta$ this makes the broadened spectral function $-\frac1\pi\,\mathrm{Im}\,G$ nonnegative, where $G$ is the pole sum.

```lean
omit [DecidableEq ι] in
/-- For nonnegative weights `p n`, the pole sum has nonpositive imaginary part at every `z`
in the upper half-plane. -/
theorem poleSum_im_nonpos (E p : ι → ℝ) (c : Matrix ι ι ℂ) (hp : ∀ n, 0 ≤ p n)
    {z : ℂ} (hz : 0 < z.im) : (poleSum E p c z).im ≤ 0 := by
  rw [poleSum, Complex.im_sum]
  refine Finset.sum_nonpos fun m _ => ?_
  rw [Complex.im_sum]
  refine Finset.sum_nonpos fun n _ => ?_
  have hw : 0 ≤ weight p c m n := mul_nonneg (add_nonneg (hp m) (hp n)) (sq_nonneg _)
  have him : (z - ((E n : ℂ) - E m)).im = z.im := by simp
  rw [Complex.div_im, him, Complex.ofReal_im, Complex.ofReal_re, zero_mul, zero_div, zero_sub]
  exact neg_nonpos.mpr (div_nonneg (mul_nonneg hw hz.le) (Complex.normSq_nonneg _))
```

## One level, any occupation

The smallest fermionic case has the energies $0$ and $\varepsilon$. Only the transition $m=0$, $n=1$ contributes. Its weight is $(1-f)+f=1$ and its pole lies at $E_1-E_0=\varepsilon$, so the pole sum is $1/(z-\varepsilon)$. The occupation has cancelled: filling the level moves weight from addition to removal, but both belong to the same pole. With interactions, the energy needed to add an electron to one orbital can depend on which other orbitals are filled, and the spectrum can then depend on the occupations.

The theorem states the result as a product equal to one, for every complex $z\ne\varepsilon$. The three transitions of zero weight count as zero even where their denominators vanish, for example at $z=0$, because Lean sets division by zero to zero. The proof writes out the four terms and simplifies.

```lean
/-- For one fermionic level of energy `ε` and weights `1 - f`, `f`, the pole sum times
`z - ε` is one at every `z ≠ ε`. -/
theorem poleSum_single_level (ε f : ℝ) {z : ℂ} (hz : z ≠ ε) :
    poleSum ![0, ε] ![1 - f, f] !![0, 1; 0, 0] z * (z - ε) = 1 := by
  have h : z - (ε : ℂ) ≠ 0 := sub_ne_zero.mpr hz
  simp [poleSum, weight, Fin.sum_univ_two, h]

end

end LehmannPoleSum
```

```lean
#print axioms LehmannPoleSum.retarded_eq_poleSum
#print axioms LehmannPoleSum.sum_weight_eq_one
#print axioms LehmannPoleSum.poleSum_im_nonpos
#print axioms LehmannPoleSum.poleSum_single_level
```

```
'LehmannPoleSum.retarded_eq_poleSum' depends on axioms: [propext, Classical.choice, Quot.sound]
'LehmannPoleSum.sum_weight_eq_one' depends on axioms: [propext, Classical.choice, Quot.sound]
'LehmannPoleSum.poleSum_im_nonpos' depends on axioms: [propext, Classical.choice, Quot.sound]
'LehmannPoleSum.poleSum_single_level' depends on axioms: [propext, Classical.choice, Quot.sound]
```
